# The Hamiltonian k·S of a threefold fermion has energies 0, ‖k‖ and −‖k‖

## Three bands that touch need not include a flat one

Suppose that a 3×3 Hermitian Hamiltonian is linear in the momentum k = (k₀, k₁, k₂) and vanishes at k = 0. Three bands then meet at that point, but this alone says little about their shape. Take the matrix

    0    k₂   k₁
    k₂   0    k₀
    k₁   k₀   0

Its determinant is 2k₀k₁k₂, so zero is not an energy when all three components are non-zero. At k = (1, 1, 1) the energies are 2, −1 and −1: there is no flat band, and the spectrum at this momentum is not symmetric about zero.

The isotropic model of a threefold fermion, k·S, has off-diagonal entries of the same magnitudes but with different phases: they are imaginary and antisymmetric. With these phases the cubic term in the determinant cancels, one band stays at zero energy, and the other two form an isotropic cone.

## The spin-one model near the node

Let ε_abc be the Levi-Civita symbol, with indices running over 0, 1, 2 and ε₀₁₂ = 1. The spin-one matrices have entries

    (S_a)_bc = −i ε_abc

and the Hamiltonian is H(k) = k₀S₀ + k₁S₁ + k₂S₂. Written out,

    H(k) =   0       −i k₂    i k₁
             i k₂     0      −i k₀
            −i k₁     i k₀    0

The matrices S_a act on the three states that are degenerate at the node; they describe a pseudospin, not the spin of the electron. Momentum and energy are both measured from the node, in units where ħ and the band velocity are 1. In electronic structure, this non-interacting, isotropic model, truncated at first order in k, gives a reference spectrum against which computed bands near a threefold crossing of this kind can be compared.

## What the theorems say

The momentum is `k : EuclideanSpace ℝ (Fin 3)`. This type makes `‖k‖` the Euclidean length; on plain functions `Fin 3 → ℝ` the norm would be the largest absolute component. A state is a vector `v : Fin 3 → ℂ`, not required to be normalised, and `momentum k` is k with its real components read as complex numbers, so that it can be combined with states.

- `spinOne_algebra` states [S₀, S₁] = iS₂ and its cyclic versions, together with S₀² + S₁² + S₂² = 2. The last value is s(s+1) for s = 1.
- `hamiltonian_mulVec` states H(k)v = i k × v for every complex v.
- `hamiltonian_charpoly` gives the characteristic polynomial X(X² − ‖k‖²), as an equality of polynomials.
- `energy_iff` says that a complex number E has a non-zero eigenvector exactly when E is 0, ‖k‖ or −‖k‖. The energies are therefore real as a conclusion.
- `flat_band_states` says that for k ≠ 0 the zero-energy vectors are exactly the complex multiples of k. At k = 0 every vector has zero energy, which is why that point is excluded.
- `cone_states_transverse` says that a state of non-zero energy satisfies k · v = 0. The product `⬝ᵥ` involves no complex conjugation, but since k is real this is the usual orthogonality.
- `hamiltonian_eq_zero_iff` says that H(k) = 0 exactly when k = 0.

The model has no lattice periodicity, anisotropy or terms of higher order in k. The theorems don't address the topological charge of the node or the crystal symmetries that may protect it.

## The algebra and the spectrum by hand

**Cross product.** From the entries of S_a,

    (H(k)v)_b = −i Σ_ac ε_abc k_a v_c = i Σ_ac ε_bac k_a v_c = i (k × v)_b

because exchanging two indices of ε changes its sign.

**Spin algebra.** For the unit vector e_a this reads S_a v = i e_a × v. The Jacobi identity for the cross product then gives

    [S_a, S_b] v = −e_a × (e_b × v) + e_b × (e_a × v)
                 = −(e_a × e_b) × v

For a = 0 and b = 1 the right side is −e₂ × v = i(i e₂ × v) = iS₂v, and the other two relations follow cyclically. For the squares,

    S_a² v = −e_a × (e_a × v) = v − e_a (e_a · v)

and summing over a gives 3v − v = 2v.

**Characteristic polynomial.** The matrix E − H(k) is

     E       i k₂   −i k₁
    −i k₂    E       i k₀
     i k₁   −i k₀    E

The two products without a diagonal entry are i³k₀k₁k₂ and (−i)³k₀k₁k₂. They are −i k₀k₁k₂ and +i k₀k₁k₂, and they cancel. The diagonal gives E³. Each of the other three products contains one factor E and the pair i k_a and −i k_a, whose product is k_a², and it enters the determinant with a minus sign. Hence

    det(E − H(k)) = E³ − E(k₀² + k₁² + k₂²) = E(E² − ‖k‖²)

A non-zero v with H(k)v = Ev exists exactly when this determinant vanishes, that is, for E = 0, ‖k‖ or −‖k‖.

**Flat-band states.** If H(k)v = 0, then k × v = 0. Taking the cross product with k once more,

    0 = k × (k × v) = k (k · v) − ‖k‖² v

For k ≠ 0 we may divide by ‖k‖² and find v = [(k · v)/‖k‖²] k. Conversely, k × (ck) = 0 for every complex c.

**Cone states.** Let H(k)v = Ev with E ≠ 0. The dot product of both sides with k gives

    E (k · v) = i k · (k × v) = 0

so k · v = 0.

**The node.** Clearly H(0) = 0. Conversely, let H(k) = 0 and choose a non-zero v of energy ‖k‖. Then ‖k‖v = H(k)v = 0, hence ‖k‖ = 0 and k = 0. For k ≠ 0 the three energies are distinct, so the bands meet only at k = 0.

## The momentum k = (1, 2, 2)

Here ‖k‖ = √(1 + 4 + 4) = 3, and

    H =   0    −2i    2i
          2i    0    −i
         −2i    i     0

The characteristic polynomial is E(E² − 9), with roots 0, 3 and −3. The normalised flat-band state is (1, 2, 2)/3. A normalised state of energy 3 is

    v = (2 − 2i, 1 + 2i, −2 − i) / (3√2)

To check it, apply H to the vector without its prefactor:

    −2i(1 + 2i) + 2i(−2 − i) =  6 − 6i = 3(2 − 2i)
     2i(2 − 2i) − i(−2 − i)  =  3 + 6i = 3(1 + 2i)
    −2i(2 − 2i) + i(1 + 2i)  = −6 − 3i = 3(−2 − i)

The state is transverse, since (2 − 2i) + 2(1 + 2i) + 2(−2 − i) = 0. All entries of H are imaginary, so complex conjugation of v gives the state of energy −3.

## The Lean file

```lean
import Mathlib

open Matrix

namespace ThreefoldFermion

noncomputable section

/-- The Levi-Civita symbol on three indices, written as half the product of the index differences.
-/
def leviCivita (a b c : Fin 3) : ℂ :=
  (((b : ℕ) : ℂ) - ((a : ℕ) : ℂ)) * (((c : ℕ) : ℂ) - ((a : ℕ) : ℂ)) *
    (((c : ℕ) : ℂ) - ((b : ℕ) : ℂ)) / 2

/-- The spin-one matrices, with entries `(S_a)_bc = -i ε_abc`. -/
def spinOne (a : Fin 3) : Matrix (Fin 3) (Fin 3) ℂ :=
  Matrix.of fun b c => -Complex.I * leviCivita a b c

/-- The real momentum `k`, regarded as a vector with complex components. -/
def momentum (k : EuclideanSpace ℝ (Fin 3)) : Fin 3 → ℂ := fun i => ((k i : ℝ) : ℂ)

/-- The threefold-fermion Hamiltonian `H(k) = k · S`. -/
def hamiltonian (k : EuclideanSpace ℝ (Fin 3)) : Matrix (Fin 3) (Fin 3) ℂ :=
  ∑ a, momentum k a • spinOne a

/-- The three spin-one matrices written out entry by entry. -/
theorem spinOne_explicit :
    spinOne 0 = !![0, 0, 0; 0, 0, -Complex.I; 0, Complex.I, 0] ∧
    spinOne 1 = !![0, 0, Complex.I; 0, 0, 0; -Complex.I, 0, 0] ∧
    spinOne 2 = !![0, -Complex.I, 0; Complex.I, 0, 0; 0, 0, 0] := by
  refine ⟨?_, ?_, ?_⟩ <;> ext b c <;> fin_cases b <;> fin_cases c <;>
    norm_num [spinOne, leviCivita]

/-- The matrices `S_a` obey the angular-momentum commutation relations, and the sum of
their squares is twice the identity. -/
theorem spinOne_algebra :
    spinOne 0 * spinOne 1 - spinOne 1 * spinOne 0 = Complex.I • spinOne 2 ∧
    spinOne 1 * spinOne 2 - spinOne 2 * spinOne 1 = Complex.I • spinOne 0 ∧
    spinOne 2 * spinOne 0 - spinOne 0 * spinOne 2 = Complex.I • spinOne 1 ∧
    spinOne 0 * spinOne 0 + spinOne 1 * spinOne 1 + spinOne 2 * spinOne 2
      = (2 : ℂ) • (1 : Matrix (Fin 3) (Fin 3) ℂ) := by
  obtain ⟨h0, h1, h2⟩ := spinOne_explicit
  rw [h0, h1, h2]
  refine ⟨?_, ?_, ?_, ?_⟩ <;> ext i j <;> fin_cases i <;> fin_cases j <;>
    simp <;> norm_num

lemma hamiltonian_explicit (k : EuclideanSpace ℝ (Fin 3)) :
    hamiltonian k =
      !![0, -(momentum k 2 * Complex.I), momentum k 1 * Complex.I;
         momentum k 2 * Complex.I, 0, -(momentum k 0 * Complex.I);
         -(momentum k 1 * Complex.I), momentum k 0 * Complex.I, 0] := by
  obtain ⟨h0, h1, h2⟩ := spinOne_explicit
  rw [hamiltonian, Fin.sum_univ_three, h0, h1, h2]
  ext i j
  fin_cases i <;> fin_cases j <;> simp

lemma norm_sq_momentum (k : EuclideanSpace ℝ (Fin 3)) :
    (‖k‖ : ℂ) ^ 2 = momentum k 0 ^ 2 + momentum k 1 ^ 2 + momentum k 2 ^ 2 := by
  have h := EuclideanSpace.norm_sq_eq k
  simp only [Real.norm_eq_abs, sq_abs, Fin.sum_univ_three] at h
  simp only [momentum]
  exact_mod_cast h

/-- The Hamiltonian acts on a three-component state as `v ↦ i k × v`. -/
theorem hamiltonian_mulVec (k : EuclideanSpace ℝ (Fin 3)) (v : Fin 3 → ℂ) :
    hamiltonian k *ᵥ v = Complex.I • crossProduct (momentum k) v := by
  rw [hamiltonian_explicit]
  ext i
  fin_cases i <;>
    simp [cross_apply, Matrix.mulVec, dotProduct, Fin.sum_univ_succ] <;> ring

lemma det_sub_hamiltonian (k : EuclideanSpace ℝ (Fin 3)) (E : ℂ) :
    (Matrix.scalar (Fin 3) E - hamiltonian k).det = E * (E ^ 2 - (‖k‖ : ℂ) ^ 2) := by
  rw [hamiltonian_explicit, Matrix.det_fin_three, norm_sq_momentum]
  simp [Matrix.scalar_apply]
  -- the terms cubic in the momentum cancel, and `i² = -1` does the rest
  linear_combination
    E * (momentum k 0 ^ 2 + momentum k 1 ^ 2 + momentum k 2 ^ 2) * Complex.I_sq

/-- The characteristic polynomial of `k · S` is `E (E² - ‖k‖²)`. -/
theorem hamiltonian_charpoly (k : EuclideanSpace ℝ (Fin 3)) :
    (hamiltonian k).charpoly =
      Polynomial.X * (Polynomial.X ^ 2 - Polynomial.C ((‖k‖ : ℂ) ^ 2)) := by
  -- two complex polynomials with the same values are equal
  refine Polynomial.funext fun E => ?_
  rw [Matrix.eval_charpoly, det_sub_hamiltonian]
  simp

/-- The energies at momentum `k` are exactly `0`, `‖k‖` and `-‖k‖`. -/
theorem energy_iff (k : EuclideanSpace ℝ (Fin 3)) (E : ℂ) :
    (∃ v : Fin 3 → ℂ, v ≠ 0 ∧ hamiltonian k *ᵥ v = E • v) ↔
      E = 0 ∨ E = (‖k‖ : ℂ) ∨ E = -(‖k‖ : ℂ) := by
  have h : (∃ v : Fin 3 → ℂ, v ≠ 0 ∧
      (Matrix.scalar (Fin 3) E - hamiltonian k) *ᵥ v = 0) ↔
      (Matrix.scalar (Fin 3) E - hamiltonian k).det = 0 :=
    Matrix.exists_mulVec_eq_zero_iff
  have e : ∀ v : Fin 3 → ℂ, (Matrix.scalar (Fin 3) E - hamiltonian k) *ᵥ v = 0 ↔
      hamiltonian k *ᵥ v = E • v := by
    intro v
    have hs : Matrix.scalar (Fin 3) E *ᵥ v = E • v := by
      ext i
      simp [Matrix.scalar_apply, Matrix.mulVec_diagonal]
    rw [Matrix.sub_mulVec, sub_eq_zero, hs]
    exact eq_comm
  simp only [e] at h
  rw [h, det_sub_hamiltonian, mul_eq_zero, sub_eq_zero, sq_eq_sq_iff_eq_or_eq_neg]

/-- Away from `k = 0`, the zero-energy states are exactly the complex multiples of `k`. -/
theorem flat_band_states (k : EuclideanSpace ℝ (Fin 3)) (hk : k ≠ 0) (v : Fin 3 → ℂ) :
    hamiltonian k *ᵥ v = 0 ↔ ∃ c : ℂ, v = c • momentum k := by
  rw [hamiltonian_mulVec]
  constructor
  · intro h
    have h' := (smul_eq_zero.mp h).resolve_left Complex.I_ne_zero
    have h0 : momentum k 1 * v 2 - momentum k 2 * v 1 = 0 := by
      simpa [cross_apply] using congrFun h' 0
    have h1 : momentum k 2 * v 0 - momentum k 0 * v 2 = 0 := by
      simpa [cross_apply] using congrFun h' 1
    have h2 : momentum k 0 * v 1 - momentum k 1 * v 0 = 0 := by
      simpa [cross_apply] using congrFun h' 2
    have hn : (‖k‖ : ℂ) ^ 2 ≠ 0 :=
      pow_ne_zero 2 (Complex.ofReal_ne_zero.mpr (norm_ne_zero_iff.mpr hk))
    -- the coefficient of `k` in the projection of `v` on `k`
    refine ⟨(momentum k 0 * v 0 + momentum k 1 * v 1 + momentum k 2 * v 2)
      / (‖k‖ : ℂ) ^ 2, ?_⟩
    ext i
    rw [Pi.smul_apply, smul_eq_mul, div_mul_eq_mul_div, eq_div_iff hn, norm_sq_momentum]
    fin_cases i
    · show v 0 * _ = _ * momentum k 0
      linear_combination -momentum k 1 * h2 + momentum k 2 * h1
    · show v 1 * _ = _ * momentum k 1
      linear_combination momentum k 0 * h2 - momentum k 2 * h0
    · show v 2 * _ = _ * momentum k 2
      linear_combination -momentum k 0 * h1 + momentum k 1 * h0
  · rintro ⟨c, rfl⟩
    rw [LinearMap.map_smul, cross_self, smul_zero, smul_zero]

/-- Every state of non-zero energy is transverse to the momentum: `k · v = 0`. -/
theorem cone_states_transverse (k : EuclideanSpace ℝ (Fin 3)) (v : Fin 3 → ℂ) (E : ℂ)
    (hE : E ≠ 0) (h : hamiltonian k *ᵥ v = E • v) : momentum k ⬝ᵥ v = 0 := by
  have h' := congrArg (fun w => momentum k ⬝ᵥ w) h
  simp only [hamiltonian_mulVec, dotProduct_smul, dot_self_cross, smul_eq_mul,
    mul_zero] at h'
  exact (mul_eq_zero.mp h'.symm).resolve_left hE

/-- The Hamiltonian vanishes at `k = 0` and at no other momentum. -/
theorem hamiltonian_eq_zero_iff (k : EuclideanSpace ℝ (Fin 3)) :
    hamiltonian k = 0 ↔ k = 0 := by
  constructor
  · intro hH
    -- a state of energy `‖k‖` is annihilated, so `‖k‖ = 0`
    obtain ⟨v, hv, h⟩ := (energy_iff k (‖k‖ : ℂ)).2 (Or.inr (Or.inl rfl))
    rw [hH, Matrix.zero_mulVec] at h
    have hn := (smul_eq_zero.mp h.symm).resolve_right hv
    exact norm_eq_zero.mp (Complex.ofReal_eq_zero.mp hn)
  · rintro rfl
    simp [hamiltonian, momentum]

end

end ThreefoldFermion
```

```lean
#print axioms ThreefoldFermion.hamiltonian_mulVec
-- 'ThreefoldFermion.hamiltonian_mulVec' depends on axioms: [propext, Classical.choice, Quot.sound]
#print axioms ThreefoldFermion.flat_band_states
-- 'ThreefoldFermion.flat_band_states' depends on axioms: [propext, Classical.choice, Quot.sound]
#print axioms ThreefoldFermion.cone_states_transverse
-- 'ThreefoldFermion.cone_states_transverse' depends on axioms: [propext, Classical.choice, Quot.sound]
#print axioms ThreefoldFermion.hamiltonian_eq_zero_iff
-- 'ThreefoldFermion.hamiltonian_eq_zero_iff' depends on axioms: [propext, Classical.choice, Quot.sound]
```

## From the Levi-Civita formula to explicit matrices

The definition `leviCivita` uses the closed formula (b − a)(c − a)(c − b)/2. It vanishes when two indices agree and gives 1 for (0, 1, 2). `spinOne_explicit` evaluates it on all entries: `fin_cases` splits each index into its three values and `norm_num` does the arithmetic.

`spinOne_algebra` then multiplies the explicit matrices and compares entries. This replaces the Jacobi identity of the derivation by a finite computation. `hamiltonian_explicit` adds the three weighted matrices and obtains the displayed form of H(k), from which `hamiltonian_mulVec` reads off the components of i k × v.

`norm_sq_momentum` expresses ‖k‖² as the sum of the squared components. The identity is first obtained over the real numbers and then carried to the complex numbers by `exact_mod_cast`.

## From the determinant to the energies

`det_sub_hamiltonian` expands the 3×3 determinant with `Matrix.det_fin_three`. The closing `linear_combination` uses i² = −1, multiplied by E(k₀² + k₁² + k₂²), for the terms linear in E; the cubic terms in k cancel by ring arithmetic.

The lemma gives the value of the characteristic polynomial at each complex E. In `hamiltonian_charpoly`, `Polynomial.funext` turns agreement at all values into equality of polynomials, which is valid because the complex numbers are infinite.

For `energy_iff`, `Matrix.exists_mulVec_eq_zero_iff` supplies the equivalence between a non-zero kernel vector and a vanishing determinant. The auxiliary statement `e` rewrites (E − H(k))v = 0 as H(k)v = Ev. The factorised determinant then leaves E = 0 or E² = ‖k‖², and the second case splits into the two signs.

## The states and the node

In `flat_band_states`, the factor i is removed first, and `h0`, `h1` and `h2` record the three components of k × v = 0. The coefficient given to Lean is (k · v)/‖k‖², as in the derivation. After multiplication by ‖k‖², each component of the claim is a combination of two of these equations; the three `linear_combination` lines are the components of the identity for k × (k × v). The hypothesis `hk` enters through `hn`, which says that ‖k‖² is non-zero. The converse is `cross_self`.

`cone_states_transverse` takes the dot product of the eigenvalue equation with k. The lemma `dot_self_cross` makes one side zero, and `hE` allows the factor E to be removed from the other.

`hamiltonian_eq_zero_iff` obtains its eigenvector of energy ‖k‖ from `energy_iff`. Since H(k) is assumed to vanish, ‖k‖v = 0, and `hv`, which says v ≠ 0, forces ‖k‖ = 0. The other direction substitutes k = 0 into the definition.
